# Spin–orbit splitting within the $t_{2g}$ orbitals is that of a p shell with the sign reversed

## Orbitals, operators and the coupling constant

A cubic crystal field separates the five d orbitals into the triplet $t_{2g}$ and the doublet $e_g$. We ask how spin–orbit coupling splits each set when the mixing between the two is neglected.

Write the position as $r=(r_0,r_1,r_2)$, with the indices 0, 1, 2 for the cubic axes x, y, z. Without radial factors, the orbitals are

$$d_0=r_1r_2,\quad d_1=r_2r_0,\quad d_2=r_0r_1,$$
$$d_3=\tfrac12(r_0^2-r_1^2),\quad d_4=\tfrac{\sqrt3}{6}(2r_2^2-r_0^2-r_1^2).$$

The first three span $t_{2g}$, the last two $e_g$. They are orthogonal with equal norms on the unit sphere, where the factor $\sqrt{15/4\pi}$ normalises them all, so the matrices below also hold for the normalised orbitals. The p orbitals are $r_0,r_1,r_2$, with common factor $\sqrt{3/4\pi}$.

With $\hbar=1$, the angular momentum is $L_k=-iD_k$, where $D_0=r_1\partial_2-r_2\partial_1$ and $D_1,D_2$ follow cyclically. The spin is $S_k=\sigma_k/2$; here $\sigma_0$ is the Pauli matrix $\sigma_x$, not the identity. The coupling is $z\,L\cdot S$. The real constant $z$, often written $\zeta$ or $\lambda$, is an energy: the average of the spin–orbit strength over the shell's radial function. It is unrelated to the coordinate $r_2$.

**Claim.** Let $z\neq0$. Compressed to $t_{2g}$ with spin, $z\,L\cdot S$ has the eigenvalue $-z/2$ four times and $z$ twice. In a p shell the eigenvalues are $z/2$ four times and $-z$ twice. The compression to $e_g$ is zero.

For $z>0$ the quartet is therefore the lower level in $t_{2g}$ and the upper one in a p shell.

## The levels from the Pauli algebra

Differentiation gives

$$D_0d_0=-d_3-\sqrt3\,d_4,\quad D_0d_1=d_2,\quad D_0d_2=-d_1,$$

whereas for the p orbitals

$$D_0r_0=0,\quad D_0r_1=-r_2,\quad D_0r_2=r_1.$$

A cyclic permutation of the coordinates gives the other axes. Let $\varepsilon_{kij}$ be the antisymmetric symbol with $\varepsilon_{012}=1$. Then

$$(L_k)_{ij}=i\,\varepsilon_{kij}\ \text{ in } t_{2g},\qquad (L_k)_{ij}=-i\,\varepsilon_{kij}\ \text{ in the p shell},$$

where the factor $i$ is the imaginary unit and the subscripts number orbitals. This sign is the source of the inversion.

The $2\times2$ spin block of the $t_{2g}$ coupling between orbitals $i$ and $j$ is $\frac z2\sum_k i\varepsilon_{kij}\sigma_k$. Since $\sigma_i\sigma_j=\delta_{ij}+i\sum_k\varepsilon_{kij}\sigma_k$, it equals $\frac z2(\sigma_i\sigma_j-\delta_{ij})$.

Let $B$ send a spinor $\chi$ to $\sum_k e_k\otimes\sigma_k\chi$, where $e_k$ is the $k$-th orbital. The blocks of $BB^\dagger$ are $\sigma_i\sigma_j$, and $B^\dagger B=\sum_k\sigma_k^2=3$. Hence

$$(z\,L\cdot S)_{t_{2g}}=\tfrac z2(BB^\dagger-1),\qquad (z\,L\cdot S)_{p}=-\tfrac z2(BB^\dagger-1).$$

Now take $A=\frac c2(BB^\dagger-1)$ with $c\neq0$.

- If $Av=-\frac c2v$, then $BB^\dagger v=0$. Applying $B^\dagger$ gives $3B^\dagger v=0$, so $v\in\ker B^\dagger$. Conversely, every such $v$ has eigenvalue $-c/2$. Since $B^\dagger(Bw/3)=w$, $B^\dagger$ maps onto the two-dimensional spinor space, and its kernel has dimension $6-2=4$.
- If $Av=cv$, then $BB^\dagger v=3v$, so $v=B(B^\dagger v/3)$ lies in the range of $B$. Conversely, $A(Bw)=\frac c2(3-1)Bw=cBw$. Since $B^\dagger B=3$, $B$ is injective and its range has dimension 2. The normalised eigenvectors are $B\chi/\sqrt3$ with $\chi$ a unit spinor.

Setting $c=z$ gives the $t_{2g}$ levels, and $c=-z$ gives the p levels. The two dimensions add up to six, so there are no further eigenvalues.

For $e_g$,

$$D_0d_3=d_0,\quad D_1d_3=d_1,\quad D_2d_3=-2d_2,$$
$$D_0d_4=\sqrt3\,d_0,\quad D_1d_4=-\sqrt3\,d_1,\quad D_2d_4=0.$$

Every result lies in $t_{2g}$, so the $e_g$ block of each $L_k$ vanishes, and the coupling with it.

## Rotations and orbitals as Lean functions

```lean
import Mathlib

open Matrix Complex
open scoped Kronecker

namespace CubicSpinOrbit

noncomputable section
```

The vector `turn k r` is the cross product of the unit vector along axis `k` with `r`, the velocity of a rotating point.

```lean
/-- The velocity of the point `r` under a rotation at unit rate about the Cartesian axis `k`. -/
def turn (k : Fin 3) (r : Fin 3 → ℝ) : Fin 3 → ℝ :=
  ![![0, -r 2, r 1], ![r 2, 0, -r 0], ![-r 1, r 0, 0]] k
```

The function `dOrb` returns the values of all five orbitals at a point.

```lean
/-- The real d orbitals yz, zx, xy, (x² - y²)/2 and (3z² - r²)/(2√3), without radial factor. -/
def dOrb (r : Fin 3 → ℝ) : Fin 5 → ℝ :=
  ![r 1 * r 2, r 2 * r 0, r 0 * r 1, (r 0 ^ 2 - r 1 ^ 2) / 2,
    √3 / 6 * (2 * r 2 ^ 2 - r 0 ^ 2 - r 1 ^ 2)]
```

The real matrices below represent $D_k$: column `j` holds the expansion of $D_kd_j$. They are written out here and checked against the orbitals further down.

```lean
/-- The real matrices of the rotation generators about x, y, z in the d orbitals `dOrb`. -/
def dGen : Fin 3 → Matrix (Fin 5) (Fin 5) ℝ :=
  ![!![0, 0, 0, 1, √3; 0, 0, -1, 0, 0; 0, 1, 0, 0, 0; -1, 0, 0, 0, 0; -√3, 0, 0, 0, 0],
    !![0, 0, 1, 0, 0; 0, 0, 0, 1, -√3; -1, 0, 0, 0, 0; 0, -1, 0, 0, 0; 0, √3, 0, 0, 0],
    !![0, -1, 0, 0, 0; 1, 0, 0, 0, 0; 0, 0, 0, -2, 0; 0, 0, 2, 0, 0; 0, 0, 0, 0, 0]]

/-- The real matrices of the rotation generators about x, y, z in the p orbitals x, y, z. -/
def pGen : Fin 3 → Matrix (Fin 3) (Fin 3) ℝ :=
  ![!![0, 0, 0; 0, 0, 1; 0, -1, 0], !![0, 0, -1; 0, 0, 0; 1, 0, 0],
    !![0, 1, 0; -1, 0, 0; 0, 0, 0]]
```

## The coupling and its compression

```lean
/-- The Pauli matrices. -/
def pauli : Fin 3 → Matrix (Fin 2) (Fin 2) ℂ :=
  ![!![0, 1; 1, 0], !![0, -I; I, 0], !![1, 0; 0, -1]]
```

In `spinOrbit`, the Kronecker product `⊗ₖ` places the orbital factor first and spin second. A basis state is thus a pair of an orbital index and an element of `Fin 2`.

```lean
/-- The spin-orbit coupling z L·S, with L = -i times the rotation generators `G` of the shell
and S half the Pauli matrices. -/
def spinOrbit {n : Type*} (G : Fin 3 → Matrix n n ℝ) (z : ℝ) :
    Matrix (n × Fin 2) (n × Fin 2) ℂ :=
  (z : ℂ) • ∑ k, ((-I) • (G k).map (fun x => (x : ℂ))) ⊗ₖ ((1 / 2 : ℂ) • pauli k)
```

Compression keeps the rows and columns of the selected orbitals and both spin states. Because the orbitals are orthogonal with equal norms, this is the orthogonal projection of the operator onto their span.

```lean
/-- The compression of an operator to the orbitals selected by `e`, with both spin states. -/
def compress {m n : Type*} (e : m → n) (H : Matrix (n × Fin 2) (n × Fin 2) ℂ) :
    Matrix (m × Fin 2) (m × Fin 2) ℂ :=
  H.submatrix (Prod.map e id) (Prod.map e id)

/-- The t2g orbitals yz, zx, xy among the d orbitals. -/
def t2g : Fin 3 → Fin 5 := ![0, 1, 2]

/-- The eg orbitals x² - y² and 3z² - r² among the d orbitals. -/
def eg : Fin 2 → Fin 5 := ![3, 4]
```

The matrix $B$ has six rows, labelled by orbital and spin, and two columns.

```lean
/-- The map that sends a spinor χ to the sum over k of (orbital k) ⊗ σ_k χ. -/
def spinorMap : Matrix (Fin 3 × Fin 2) (Fin 2) ℂ :=
  Matrix.of fun a t => pauli a.1 a.2 t
```

## The matrices are derivatives of the orbitals

The next theorem says that the derivative of $d_j(r+t\,e_k\times r)$ at $t=0$, with $e_k$ here the unit vector along axis $k$, is $\sum_i(G_k)_{ij}d_i(r)$, where $G_k$ is `dGen k`. This derivative is $D_kd_j$, so $-iG_k$ is the matrix of $L_k$. The orbitals are quadratic, so `key` is an identity in $t$ with a linear and a quadratic term; it is checked for each axis and orbital, and only the linear term contributes to the derivative.

```lean
/-- Under an infinitesimal rotation of the argument about axis `k`, each d orbital changes by
the combination of d orbitals given by its column of `dGen k`. -/
theorem dOrb_rotation (k : Fin 3) (j : Fin 5) (r : Fin 3 → ℝ) :
    HasDerivAt (fun t : ℝ => dOrb (r + t • turn k r) j) (∑ i, dGen k i j * dOrb r i) 0 := by
  have h3 : √3 ^ 2 = (3 : ℝ) := Real.sq_sqrt (by norm_num)
  -- the orbitals are quadratic forms, so the expansion in t stops at second order
  have key : ∀ t : ℝ, dOrb (r + t • turn k r) j =
      dOrb r j + t * (∑ i, dGen k i j * dOrb r i) + t ^ 2 * dOrb (turn k r) j := by
    intro t
    fin_cases k <;> fin_cases j <;>
      simp [dOrb, dGen, turn, Fin.sum_univ_five] <;> grind
  rw [funext key]
  have h := (((hasDerivAt_id' (0 : ℝ)).mul_const (∑ i, dGen k i j * dOrb r i)).const_add
    (dOrb r j)).fun_add ((hasDerivAt_pow 2 (0 : ℝ)).mul_const (dOrb (turn k r) j))
  exact h.congr_deriv (by simp)
```

For p orbitals the expansion ends at first order.

```lean
/-- Under an infinitesimal rotation of the argument about axis `k`, each p orbital changes by
the combination of p orbitals given by its column of `pGen k`. -/
theorem pOrb_rotation (k j : Fin 3) (r : Fin 3 → ℝ) :
    HasDerivAt (fun t : ℝ => (r + t • turn k r) j) (∑ i, pGen k i j * r i) 0 := by
  have key : ∀ t : ℝ, (r + t • turn k r) j = r j + t * (∑ i, pGen k i j * r i) := by
    intro t
    fin_cases k <;> fin_cases j <;> simp [pGen, turn, Fin.sum_univ_three]
  rw [funext key]
  have h := ((hasDerivAt_id' (0 : ℝ)).mul_const (∑ i, pGen k i j * r i)).const_add (r j)
  exact h.congr_deriv (by simp)
```

## From the spinor map to the multiplicities

The identity $B^\dagger B=3$ and the form $\frac z2(BB^\dagger-1)$ are verified entry by entry, where the derivation by hand used the product rule for Pauli matrices.

```lean
/-- The spinor map B satisfies B†B = 3. -/
theorem spinorMap_gram : spinorMapᴴ * spinorMap = (3 : ℂ) • (1 : Matrix (Fin 2) (Fin 2) ℂ) := by
  have hI : I ^ 2 = -1 := Complex.I_sq
  ext s t
  fin_cases s <;> fin_cases t <;>
    simp [spinorMap, pauli, Matrix.mul_apply, Fintype.sum_prod_type, Fin.sum_univ_three] <;>
    grind

/-- With B the spinor map, the spin-orbit coupling compressed to t2g is (z/2)(BB† - 1). -/
theorem t2g_form (z : ℝ) : compress t2g (spinOrbit dGen z) =
    ((z : ℂ) / 2) • (spinorMap * spinorMapᴴ - 1) := by
  have hI : I ^ 2 = -1 := Complex.I_sq
  ext ⟨i, s⟩ ⟨j, t⟩
  fin_cases i <;> fin_cases j <;> fin_cases s <;> fin_cases t <;>
    simp [compress, t2g, spinOrbit, dGen, spinorMap, pauli, Matrix.mul_apply,
      Fin.sum_univ_three] <;> grind
```

A multiplicity is expressed as `Module.finrank` of an eigenspace, its dimension over the complex numbers. In the proof, `hA` and `hB` give the action of $A$ and of $B^\dagger B$ on vectors. Each half identifies the eigenspace in `hE`, as a kernel or a range. The first then uses surjectivity of $B^\dagger$ and rank–nullity, the second injectivity of $B$.

```lean
/-- For c ≠ 0 and B the spinor map, the operator (c/2)(BB† - 1) has the eigenvalue -c/2 with
multiplicity four and the eigenvalue c with multiplicity two. -/
theorem multiplicities {c : ℂ} (hc : c ≠ 0) :
    Module.finrank ℂ (Module.End.eigenspace
      (Matrix.toLin' ((c / 2) • (spinorMap * spinorMapᴴ - 1))) (-c / 2)) = 4 ∧
    Module.finrank ℂ (Module.End.eigenspace
      (Matrix.toLin' ((c / 2) • (spinorMap * spinorMapᴴ - 1))) c) = 2 := by
  have hA : ∀ v, ((c / 2) • (spinorMap * spinorMapᴴ - 1)) *ᵥ v =
      (c / 2) • (spinorMap *ᵥ (spinorMapᴴ *ᵥ v) - v) := by
    intro v
    rw [Matrix.smul_mulVec, Matrix.sub_mulVec, Matrix.one_mulVec, Matrix.mulVec_mulVec]
  have hB : ∀ w, spinorMapᴴ *ᵥ (spinorMap *ᵥ w) = (3 : ℂ) • w := by
    intro w
    rw [Matrix.mulVec_mulVec, spinorMap_gram, Matrix.smul_mulVec, Matrix.one_mulVec]
  have h3 : (3 : ℂ) ≠ 0 := by norm_num
  constructor
  · -- the eigenspace of -c/2 is the kernel of B†
    have hE : Module.End.eigenspace
        (Matrix.toLin' ((c / 2) • (spinorMap * spinorMapᴴ - 1))) (-c / 2) =
        LinearMap.ker (Matrix.toLin' spinorMapᴴ) := by
      ext v
      rw [Module.End.mem_eigenspace_iff, LinearMap.mem_ker, Matrix.toLin'_apply,
        Matrix.toLin'_apply, hA]
      constructor
      · intro h
        have h0 : spinorMap *ᵥ (spinorMapᴴ *ᵥ v) = 0 := by
          funext i
          have hi := congrFun h i
          simp only [Pi.smul_apply, Pi.sub_apply, smul_eq_mul] at hi
          exact mul_left_cancel₀ hc (by
            simp only [Pi.zero_apply]
            linear_combination 2 * hi)
        have h1 := hB (spinorMapᴴ *ᵥ v)
        rw [h0, Matrix.mulVec_zero] at h1
        exact (smul_eq_zero.mp h1.symm).resolve_left h3
      · intro h
        rw [h, Matrix.mulVec_zero]
        module
    have hs : LinearMap.range (Matrix.toLin' spinorMapᴴ) = ⊤ := by
      rw [LinearMap.range_eq_top]
      intro w
      refine ⟨spinorMap *ᵥ ((1 / 3 : ℂ) • w), ?_⟩
      rw [Matrix.toLin'_apply, hB]
      module
    have hd := LinearMap.finrank_range_add_finrank_ker (Matrix.toLin' spinorMapᴴ)
    rw [hs, finrank_top] at hd
    simp only [Module.finrank_fintype_fun_eq_card, Fintype.card_prod, Fintype.card_fin] at hd
    rw [hE]
    omega
  · -- the eigenspace of c is the range of B
    have hE : Module.End.eigenspace
        (Matrix.toLin' ((c / 2) • (spinorMap * spinorMapᴴ - 1))) c =
        LinearMap.range (Matrix.toLin' spinorMap) := by
      ext v
      rw [Module.End.mem_eigenspace_iff, LinearMap.mem_range, Matrix.toLin'_apply, hA]
      constructor
      · intro h
        refine ⟨(1 / 3 : ℂ) • (spinorMapᴴ *ᵥ v), ?_⟩
        rw [Matrix.toLin'_apply, Matrix.mulVec_smul]
        funext i
        have hi := congrFun h i
        simp only [Pi.smul_apply, Pi.sub_apply, smul_eq_mul] at hi ⊢
        exact mul_left_cancel₀ hc (by linear_combination (2 / 3) * hi)
      · rintro ⟨w, rfl⟩
        rw [Matrix.toLin'_apply, hB, Matrix.mulVec_smul]
        module
    have hinj : Function.Injective (Matrix.toLin' spinorMap) := by
      intro v w h
      rw [Matrix.toLin'_apply, Matrix.toLin'_apply] at h
      have h1 := hB v
      rw [h, hB] at h1
      exact (smul_right_injective _ h3 h1).symm
    rw [hE, LinearMap.finrank_range_of_inj hinj]
    simp
```

## The $t_{2g}$, p and $e_g$ levels

Both spectra follow by substituting $c=z$ or $c=-z$. At $z=0$ the two values coincide and the eigenspace is six-dimensional, which is why $z\neq0$ is assumed.

```lean
/-- For z ≠ 0, the spin-orbit coupling z L·S of a d shell, compressed to the six t2g
spin-orbitals, has the eigenvalue -z/2 four times and the eigenvalue z twice. -/
theorem t2g_spectrum {z : ℝ} (hz : z ≠ 0) :
    Module.finrank ℂ (Module.End.eigenspace
      (Matrix.toLin' (compress t2g (spinOrbit dGen z))) (-(z : ℂ) / 2)) = 4 ∧
    Module.finrank ℂ (Module.End.eigenspace
      (Matrix.toLin' (compress t2g (spinOrbit dGen z))) (z : ℂ)) = 2 := by
  rw [t2g_form]
  exact multiplicities (Complex.ofReal_ne_zero.mpr hz)

/-- For z ≠ 0, the spin-orbit coupling z L·S of a p shell has the eigenvalue z/2 four times
and the eigenvalue -z twice. -/
theorem p_spectrum {z : ℝ} (hz : z ≠ 0) :
    Module.finrank ℂ (Module.End.eigenspace
      (Matrix.toLin' (spinOrbit pGen z)) ((z : ℂ) / 2)) = 4 ∧
    Module.finrank ℂ (Module.End.eigenspace
      (Matrix.toLin' (spinOrbit pGen z)) (-(z : ℂ))) = 2 := by
  have hI : I ^ 2 = -1 := Complex.I_sq
  have hp : spinOrbit pGen z = (-(z : ℂ) / 2) • (spinorMap * spinorMapᴴ - 1) := by
    ext ⟨i, s⟩ ⟨j, t⟩
    fin_cases i <;> fin_cases j <;> fin_cases s <;> fin_cases t <;>
      simp [spinOrbit, pGen, spinorMap, pauli, Matrix.mul_apply,
        Fin.sum_univ_three] <;> grind
  have h := multiplicities (neg_ne_zero.mpr (Complex.ofReal_ne_zero.mpr hz))
  rw [neg_neg] at h
  rw [hp]
  exact h
```

The $e_g$ statement needs no condition on $z$. It concerns the block within $e_g$ only; for $z\neq0$ the block between $e_g$ and $t_{2g}$ is not zero.

```lean
/-- The spin-orbit coupling of a d shell compressed to the eg orbitals with spin is zero. -/
theorem eg_quenched (z : ℝ) : compress eg (spinOrbit dGen z) = 0 := by
  ext ⟨i, s⟩ ⟨j, t⟩
  fin_cases i <;> fin_cases j <;>
    simp [compress, eg, spinOrbit, dGen, Fin.sum_univ_three]

end

end CubicSpinOrbit
```

```lean
#print axioms CubicSpinOrbit.pOrb_rotation
#print axioms CubicSpinOrbit.t2g_spectrum
#print axioms CubicSpinOrbit.p_spectrum
#print axioms CubicSpinOrbit.eg_quenched
```

```
'CubicSpinOrbit.pOrb_rotation' depends on axioms: [propext, Classical.choice, Quot.sound]
'CubicSpinOrbit.t2g_spectrum' depends on axioms: [propext, Classical.choice, Quot.sound]
'CubicSpinOrbit.p_spectrum' depends on axioms: [propext, Classical.choice, Quot.sound]
'CubicSpinOrbit.eg_quenched' depends on axioms: [propext, Classical.choice, Quot.sound]
```

## Strong crystal fields and the full d shell

For a single non-interacting electron in a cubic field much stronger than $|z|$, the result gives, to leading order, a spin–orbit splitting of $3|z|/2$ in the $t_{2g}$ level, which helps in reading band structures computed with spin–orbit coupling. Replacing the full d-shell operator by its diagonal blocks relies on that strong field. In a crystal, hopping between atoms and the mixing of d orbitals with ligand orbitals also change the splitting, so the atomic value is only a first estimate there.

Another model would keep all ten spin-orbitals and add a crystal-field term placing $e_g$ at an energy $\Delta>0$ above $t_{2g}$. The doublet would stay at $z$, while the $t_{2g}$ quartet would mix with the $e_g$ states and move down by about $3z^2/(2\Delta)$ for $|z|\ll\Delta$. These shifts come from ordinary perturbation theory and symmetry, not from the Lean theorems.
